# The triangle inequality for conditional entropy on finite classical distributions

Three subsystems $X$, $Y$ and $Z$ with finite spectra are in thermal contact, and their joint state is diagonal in the product of their energy eigenbases. An energy measurement on each gives levels $x$, $y$, $z$ with joint probability $p(x,y,z)$. If only $z$ is known, some uncertainty about $x$ may remain. One can also proceed in two stages, from $z$ to $y$ and from $y$ to $x$, and add the uncertainties left at each stage. How does this sum compare with the uncertainty of the direct inference?

## The two-stage bound, derived by hand

Write $p(x,y)=\sum_z p(x,y,z)$, and similarly for $p(y,z)$, $p(x,z)$, $p(y)$ and $p(z)$. With entropy in units of Boltzmann's constant, $S=-\sum q\ln q$ and $0\ln 0=0$, the uncertainty about $X$ left when $Y$ is known is $S(X|Y)=S(XY)-S(Y)$. The claim is

$$S(X|Z)\le S(X|Y)+S(Y|Z).$$

It holds for any nonnegative weights $p$, with total $W=\sum p(x,y,z)$. Normalisation plays no role: multiplying all weights by $c>0$ multiplies each conditional entropy by $c$, because the extra terms $-cW\ln c$ in the joint and marginal entropies cancel.

Let $G$ be the right side minus the left. The two copies of $S(Z)$ cancel, so

$$G=S(XY)+S(YZ)-S(Y)-S(XZ).$$

Each marginal entropy is a weighted sum over the full distribution; for instance, $S(XY)=-\sum_{x,y,z}p(x,y,z)\ln p(x,y)$. Hence

$$G=\sum_{x,y,z}p(x,y,z)\,\bigl[\ln p(y)+\ln p(x,z)-\ln p(x,y)-\ln p(y,z)\bigr].$$

Where $p(x,y,z)>0$, all these marginals are positive and the bracket equals $-\ln r$, with

$$r(x,y,z)=\frac{p(x,y)\,p(y,z)}{p(y)\,p(x,z)}.$$

Since $p(x,y,z)\le p(x,z)$, summing over configurations of positive weight gives

$$\sum p\,r\le\sum_{y:\,p(y)>0}\frac{\sum_x p(x,y)\,\sum_z p(y,z)}{p(y)}=\sum_y p(y)=W.$$

The bound $\ln r\le r-1$ now yields

$$G=-\sum p\ln r\ge\sum p\,(1-r)\ge W-W=0.$$

For the case of equality, suppose $G=0$. Then

$$\sum p\,(r-1-\ln r)=\sum p\,r-W+G\le 0.$$

Every term on the left is nonnegative, so every term vanishes. Because $\ln r<r-1$ unless $r=1$, this forces $r=1$ wherever $p>0$. Conversely, if $r=1$ there, each term of $G$ is zero. Equality therefore means $p(x,y)\,p(y,z)=p(y)\,p(x,z)$ at every configuration of positive weight. Divided by $p(y)\,p(z)$, the condition reads $p(x|y)\,p(y|z)=p(x|z)$.

Exchanging $X$ and $Z$ gives $S(Z|X)\le S(Z|Y)+S(Y|X)$. Adding the two inequalities shows that the Rokhlin distance $d(X,Y)=S(X|Y)+S(Y|X)$ satisfies $d(X,Z)\le d(X,Y)+d(Y,Z)$.

## Weights, marginals and entropies in Lean

The finite types `α`, `β` and `γ` hold the levels of $X$, $Y$ and $Z$.

```lean
import Mathlib

open Finset

namespace ConditionalEntropyTriangle

noncomputable section

variable {α β γ ι : Type*} [Fintype α] [Fintype β] [Fintype γ] [Fintype ι]
```

Mathlib's `Real.negMulLog` is the function $-q\ln q$, so entropy is its sum over a finite index set.

```lean
/-- The Shannon entropy `-∑ q ln q` of weights on a finite set, in units of Boltzmann's constant. -/
def entropy (q : ι → ℝ) : ℝ := ∑ i, Real.negMulLog (q i)
```

The conditional entropy takes a pair distribution and conditions on its second argument. The order of arguments thus fixes which subsystem is known.

```lean
/-- The conditional entropy `S(A|B) = S(AB) - S(B)` of a pair distribution `q a b`. -/
def condEntropy (q : α → β → ℝ) : ℝ :=
  entropy (fun s : α × β => q s.1 s.2) - entropy (fun b => ∑ a, q a b)
```

The weights are a function `p x y z`, and each marginal is an explicit sum over the missing levels.

```lean
/-- The marginal of the pair `XY`. -/
def margXY (p : α → β → γ → ℝ) (x : α) (y : β) : ℝ := ∑ z, p x y z

/-- The marginal of the pair `YZ`. -/
def margYZ (p : α → β → γ → ℝ) (y : β) (z : γ) : ℝ := ∑ x, p x y z

/-- The marginal of the pair `XZ`. -/
def margXZ (p : α → β → γ → ℝ) (x : α) (z : γ) : ℝ := ∑ y, p x y z

/-- The marginal of the middle subsystem `Y`. -/
def margY (p : α → β → γ → ℝ) (y : β) : ℝ := ∑ x, ∑ z, p x y z
```

With these definitions, `condEntropy (margXZ p)` is $S(X|Z)$. The next two definitions are the ratio $r$ and the bracket in the formula for $G$. Lean assigns the value zero to division by zero and to $\ln 0$; for nonnegative weights this affects only configurations with $p(x,y,z)=0$.

```lean
/-- The ratio `p(x,y) p(y,z) / (p(y) p(x,z))`. -/
def ratio (p : α → β → γ → ℝ) (x : α) (y : β) (z : γ) : ℝ :=
  margXY p x y * margYZ p y z / (margY p y * margXZ p x z)

/-- The logarithmic gap `ln p(y) + ln p(x,z) - ln p(x,y) - ln p(y,z)` of one configuration. -/
def logGap (p : α → β → γ → ℝ) (x : α) (y : β) (z : γ) : ℝ :=
  Real.log (margY p y) + Real.log (margXZ p x z)
    - Real.log (margXY p x y) - Real.log (margYZ p y z)
```

## The gap as a weighted sum

The first theorem is the formula for $G$ as a sum weighted with $p$. It is an algebraic identity and needs no sign condition on the weights.

```lean
/-- The gap `S(X|Y) + S(Y|Z) - S(X|Z)` is the sum of the logarithmic gaps weighted with `p`. -/
theorem gap_eq_sum (p : α → β → γ → ℝ) :
    condEntropy (margXY p) + condEntropy (margYZ p) - condEntropy (margXZ p)
      = ∑ x, ∑ y, ∑ z, p x y z * logGap p x y z := by
  -- each marginal entropy is a weighted sum over the full distribution
  have hXY : ∑ x, ∑ y, ∑ z, p x y z * Real.log (margXY p x y)
      = ∑ x, ∑ y, margXY p x y * Real.log (margXY p x y) := by
    simp only [margXY, Finset.sum_mul]
  have hYZ : ∑ x, ∑ y, ∑ z, p x y z * Real.log (margYZ p y z)
      = ∑ y, ∑ z, margYZ p y z * Real.log (margYZ p y z) := by
    rw [Finset.sum_comm]
    refine Finset.sum_congr rfl fun y _ => ?_
    rw [Finset.sum_comm]
    simp only [margYZ, Finset.sum_mul]
  have hXZ : ∑ x, ∑ y, ∑ z, p x y z * Real.log (margXZ p x z)
      = ∑ x, ∑ z, margXZ p x z * Real.log (margXZ p x z) := by
    refine Finset.sum_congr rfl fun x _ => ?_
    rw [Finset.sum_comm]
    simp only [margXZ, Finset.sum_mul]
  have hY : ∑ x, ∑ y, ∑ z, p x y z * Real.log (margY p y)
      = ∑ y, margY p y * Real.log (margY p y) := by
    rw [Finset.sum_comm]
    simp only [margY, Finset.sum_mul]
  -- the single-system marginals agree
  have hZ : ∀ z, ∑ y, margYZ p y z = ∑ x, margXZ p x z := fun z => by
    simp only [margYZ, margXZ]
    exact Finset.sum_comm
  have hm : ∀ y, ∑ x, margXY p x y = margY p y := fun _ => rfl
  simp only [condEntropy, entropy, logGap, Fintype.sum_prod_type, Real.negMulLog, hZ, hm,
    mul_sub, mul_add, Finset.sum_add_distrib, Finset.sum_sub_distrib, hXY, hYZ, hXZ, hY,
    neg_mul, Finset.sum_neg_distrib]
  ring
```

The facts `hXY`, `hYZ`, `hXZ` and `hY` turn weighted sums over triples into sums over marginals, by exchanging the order of summation and pulling out the logarithm. `hZ` says that the marginal of $Z$ is the same whether computed from $YZ$ or from $XZ$, which is why $S(Z)$ cancels.

## The weighted sum of the ratio is at most the total weight

From here on, the hypothesis `h` states that the weights are nonnegative.

```lean
/-- For nonnegative weights, the ratio summed with weight `p` is at most the total weight. -/
theorem sum_ratio_le (p : α → β → γ → ℝ) (h : ∀ x y z, 0 ≤ p x y z) :
    ∑ x, ∑ y, ∑ z, p x y z * ratio p x y z ≤ ∑ x, ∑ y, ∑ z, p x y z := by
  have step : ∀ x y z, p x y z * ratio p x y z
      ≤ margXY p x y * margYZ p y z / margY p y := fun x y z => by
    have hA : 0 ≤ margXY p x y := Finset.sum_nonneg fun _ _ => h _ _ _
    have hB : 0 ≤ margYZ p y z := Finset.sum_nonneg fun _ _ => h _ _ _
    have hC : 0 ≤ margY p y := Finset.sum_nonneg fun _ _ => Finset.sum_nonneg fun _ _ => h _ _ _
    have hD : 0 ≤ margXZ p x z := Finset.sum_nonneg fun _ _ => h _ _ _
    have hpD : p x y z ≤ margXZ p x z :=
      Finset.single_le_sum (f := fun y => p x y z) (fun _ _ => h _ _ _) (Finset.mem_univ y)
    -- the conditional probability of y given x and z is at most one
    calc p x y z * ratio p x y z
        = p x y z / margXZ p x z * (margXY p x y * margYZ p y z / margY p y) := by
          unfold ratio; ring
      _ ≤ 1 * (margXY p x y * margYZ p y z / margY p y) :=
          mul_le_mul_of_nonneg_right (div_le_one_of_le₀ hpD hD)
            (div_nonneg (mul_nonneg hA hB) hC)
      _ = _ := one_mul _
  calc ∑ x, ∑ y, ∑ z, p x y z * ratio p x y z
      ≤ ∑ x, ∑ y, ∑ z, margXY p x y * margYZ p y z / margY p y :=
        Finset.sum_le_sum fun x _ => Finset.sum_le_sum fun y _ =>
          Finset.sum_le_sum fun z _ => step x y z
    _ = ∑ y, ∑ x, ∑ z, margXY p x y * margYZ p y z / margY p y := Finset.sum_comm
    _ = ∑ y, margY p y := by
        refine Finset.sum_congr rfl fun y _ => ?_
        have h1 : ∑ z, margYZ p y z = margY p y := by
          simp only [margYZ, margY]
          exact Finset.sum_comm
        have h2 : ∑ x, margXY p x y = margY p y := rfl
        simp only [← Finset.sum_div, ← Finset.mul_sum, ← Finset.sum_mul, h1, h2]
        exact mul_self_div_self _
    _ = ∑ x, ∑ y, ∑ z, p x y z := by
        simp only [margY]
        exact Finset.sum_comm
```

The inner `step` rewrites $p\,r$ as $p(x,y,z)/p(x,z)$ times $p(x,y)\,p(y,z)/p(y)$ and bounds the first factor by one. The second calculation sums over $x$ and $z$ at fixed $y$, leaving $p(y)^2/p(y)=p(y)$.

## From the logarithm bound to the inequality

On the support, the bracket has to be identified with $-\ln r$. The lemma first shows that every marginal is positive, since each is at least $p(x,y,z)$, and then expands the logarithm of the quotient.

```lean
/-- For nonnegative weights, at a configuration of positive weight the ratio is positive, and the
logarithmic gap is minus its logarithm. -/
theorem logGap_eq (p : α → β → γ → ℝ) (h : ∀ x y z, 0 ≤ p x y z) {x : α} {y : β} {z : γ}
    (hp : 0 < p x y z) : 0 < ratio p x y z ∧ logGap p x y z = -Real.log (ratio p x y z) := by
  have hA : 0 < margXY p x y := hp.trans_le
    (Finset.single_le_sum (f := fun z => p x y z) (fun _ _ => h _ _ _) (Finset.mem_univ z))
  have hB : 0 < margYZ p y z := hp.trans_le
    (Finset.single_le_sum (f := fun x => p x y z) (fun _ _ => h _ _ _) (Finset.mem_univ x))
  have hD : 0 < margXZ p x z := hp.trans_le
    (Finset.single_le_sum (f := fun y => p x y z) (fun _ _ => h _ _ _) (Finset.mem_univ y))
  have hC : 0 < margY p y := hA.trans_le
    (Finset.single_le_sum (f := fun x => margXY p x y)
      (fun _ _ => Finset.sum_nonneg fun _ _ => h _ _ _) (Finset.mem_univ x))
  refine ⟨div_pos (mul_pos hA hB) (mul_pos hC hD), ?_⟩
  unfold logGap ratio
  rw [Real.log_div (mul_pos hA hB).ne' (mul_pos hC hD).ne',
    Real.log_mul hA.ne' hB.ne', Real.log_mul hC.ne' hD.ne']
  ring
```

The next lemma states $p\,(-\ln r)\ge p\,(1-r)$ in the form of a nonnegative difference, which also covers configurations of zero weight.

```lean
/-- For nonnegative weights, each weighted logarithmic gap is bounded below by `p (1 - ratio)`. -/
theorem term_bound (p : α → β → γ → ℝ) (h : ∀ x y z, 0 ≤ p x y z) (x : α) (y : β) (z : γ) :
    0 ≤ p x y z * logGap p x y z - (p x y z - p x y z * ratio p x y z) := by
  rcases (h x y z).eq_or_lt with h0 | h0
  · rw [← h0]; simp
  · obtain ⟨hr, hl⟩ := logGap_eq p h h0
    rw [hl]
    nlinarith [mul_le_mul_of_nonneg_left (Real.log_le_sub_one_of_pos hr) h0.le]
```

The proof turns on the Mathlib lemma `Real.log_le_sub_one_of_pos`, which takes a proof of $0<r$ and returns $\ln r\le r-1$. This is why `logGap_eq` delivers the positivity of the ratio together with the formula for the gap. `mul_le_mul_of_nonneg_left` multiplies the bound by the weight, and `nlinarith` then has only to expand products and compare terms in $p\ln r$, $p\,r$ and $p$. The strict companion, `Real.log_lt_sub_one_of_pos`, asks in addition for $r\ne1$. The first version gives the inequality and the second its equality condition.

The main theorem sums these termwise bounds and combines them with the two preceding sum results.

```lean
/-- Triangle inequality for conditional entropy: `S(X|Z) ≤ S(X|Y) + S(Y|Z)` for all nonnegative
weights on a finite triple product, normalised or not. -/
theorem condEntropy_triangle (p : α → β → γ → ℝ) (h : ∀ x y z, 0 ≤ p x y z) :
    condEntropy (margXZ p) ≤ condEntropy (margXY p) + condEntropy (margYZ p) := by
  have h1 := gap_eq_sum p
  have h2 := sum_ratio_le p h
  have h3 : 0 ≤ ∑ x, ∑ y, ∑ z,
      (p x y z * logGap p x y z - (p x y z - p x y z * ratio p x y z)) :=
    Finset.sum_nonneg fun x _ => Finset.sum_nonneg fun y _ =>
      Finset.sum_nonneg fun z _ => term_bound p h x y z
  simp only [Finset.sum_sub_distrib] at h3
  linarith
```

Every probability vector on the triple product satisfies the hypothesis.

## When the intermediate stage costs nothing

The equality theorem is an equivalence, with the condition written as a product identity so that no division appears.

```lean
/-- For nonnegative weights, the triangle inequality is an equality exactly when `p(x,y) p(y,z) =
p(y) p(x,z)` at every configuration of positive weight. -/
theorem condEntropy_triangle_eq_iff (p : α → β → γ → ℝ) (h : ∀ x y z, 0 ≤ p x y z) :
    condEntropy (margXZ p) = condEntropy (margXY p) + condEntropy (margYZ p) ↔
      ∀ x y z, 0 < p x y z →
        margXY p x y * margYZ p y z = margY p y * margXZ p x z := by
  have h1 := gap_eq_sum p
  constructor
  · intro he x y z hp
    have h2 := sum_ratio_le p h
    let g : α → β → γ → ℝ := fun x y z =>
      p x y z * logGap p x y z - (p x y z - p x y z * ratio p x y z)
    have hg : ∀ x y z, 0 ≤ g x y z := term_bound p h
    have hsum : ∑ x, ∑ y, ∑ z, g x y z ≤ 0 := by
      simp only [g, Finset.sum_sub_distrib]
      linarith
    -- a single nonnegative term is at most the total, which vanishes
    have a1 : g x y z ≤ ∑ z, g x y z :=
      Finset.single_le_sum (f := fun z => g x y z) (fun _ _ => hg _ _ _) (Finset.mem_univ z)
    have a2 : ∑ z, g x y z ≤ ∑ y, ∑ z, g x y z :=
      Finset.single_le_sum (f := fun y => ∑ z, g x y z)
        (fun _ _ => Finset.sum_nonneg fun _ _ => hg _ _ _) (Finset.mem_univ y)
    have a3 : ∑ y, ∑ z, g x y z ≤ ∑ x, ∑ y, ∑ z, g x y z :=
      Finset.single_le_sum (f := fun x => ∑ y, ∑ z, g x y z)
        (fun _ _ => Finset.sum_nonneg fun _ _ => Finset.sum_nonneg fun _ _ => hg _ _ _)
        (Finset.mem_univ x)
    have hz : p x y z * logGap p x y z - (p x y z - p x y z * ratio p x y z) ≤ 0 :=
      a1.trans (a2.trans (a3.trans hsum))
    obtain ⟨hr, hl⟩ := logGap_eq p h hp
    rw [hl] at hz
    -- strictness of ln r < r - 1 forces r = 1
    have hone : ratio p x y z = 1 := by
      by_contra hne
      nlinarith [mul_lt_mul_of_pos_left (Real.log_lt_sub_one_of_pos hr hne) hp]
    exact eq_of_div_eq_one hone
  · intro hm
    have hzero : ∑ x, ∑ y, ∑ z, p x y z * logGap p x y z = 0 := by
      refine Finset.sum_eq_zero fun x _ => Finset.sum_eq_zero fun y _ =>
        Finset.sum_eq_zero fun z _ => ?_
      rcases (h x y z).eq_or_lt with h0 | h0
      · rw [← h0, zero_mul]
      · obtain ⟨hr, hl⟩ := logGap_eq p h h0
        have hone : ratio p x y z = 1 := by
          unfold ratio at hr ⊢
          rw [hm x y z h0] at hr ⊢
          exact div_self fun hc => by simp [hc] at hr
        rw [hl, hone, Real.log_one, neg_zero, mul_zero]
    linarith
```

In the forward direction, `g` is the termwise difference from `term_bound`. Its total is at most zero, and the chain `a1`, `a2`, `a3` bounds a single term by that total. If the ratio differed from one, the strict logarithm bound would make this term positive, a contradiction. In the reverse direction, the product identity makes the ratio one on the support, so every summand of the gap vanishes.

## The Rokhlin distance

The symmetrised quantity adds the conditional entropy of the pair distribution to that of its transpose.

```lean
/-- The Rokhlin distance `S(A|B) + S(B|A)` of a pair distribution. -/
def rokhlinDist (q : α → β → ℝ) : ℝ := condEntropy q + condEntropy (fun b a => q a b)

/-- For nonnegative weights, the Rokhlin distance between `X` and `Z` is at most the sum of the
distances from `X` to `Y` and from `Y` to `Z`. -/
theorem rokhlinDist_triangle (p : α → β → γ → ℝ) (h : ∀ x y z, 0 ≤ p x y z) :
    rokhlinDist (margXZ p) ≤ rokhlinDist (margXY p) + rokhlinDist (margYZ p) := by
  have h1 := condEntropy_triangle p h
  -- the same inequality with the roles of X and Z exchanged
  have h2 : condEntropy (fun z x => margXZ p x z)
      ≤ condEntropy (fun z y => margYZ p y z) + condEntropy (fun y x => margXY p x y) :=
    condEntropy_triangle (fun z y x => p x y z) (fun z y x => h x y z)
  unfold rokhlinDist
  linarith

end

end ConditionalEntropyTriangle
```

```lean
#print axioms ConditionalEntropyTriangle.condEntropy_triangle
-- 'ConditionalEntropyTriangle.condEntropy_triangle' depends on axioms: [propext, Classical.choice, Quot.sound]
#print axioms ConditionalEntropyTriangle.condEntropy_triangle_eq_iff
-- 'ConditionalEntropyTriangle.condEntropy_triangle_eq_iff' depends on axioms: [propext, Classical.choice, Quot.sound]
#print axioms ConditionalEntropyTriangle.rokhlinDist_triangle
-- 'ConditionalEntropyTriangle.rokhlinDist_triangle' depends on axioms: [propext, Classical.choice, Quot.sound]
```

The second inequality in the proof, `h2`, is the main theorem applied to the weights with $X$ and $Z$ exchanged. The word "distance" is used here for the triangle inequality alone; the other properties of a metric are not treated. All three distances must come from marginals of one joint distribution.

In simulation practice, the result applies to three discrete labellings of the same finite set of sampled configurations, such as three assignments of frames to conformational states: their Rokhlin distances, computed from the joint histogram, obey the triangle inequality. In quantum mechanics it covers joint outcomes of commuting observables with finite spectra, but not von Neumann entropies of entangled states. There the analogous inequality can fail: if $X$ and $Y$ are two qubits in a Bell state and $Z$ is in a separate pure state, then $S(X|Z)=\ln 2$, while $S(X|Y)+S(Y|Z)=-\ln 2+\ln 2=0$.
